# Screened Coulomb relaxation rates: closed forms for l = 1, 2, 3 and the weak-screening ratio l(l+1)/2

An electron in a doped semiconductor scatters elastically from charged impurities whose Coulomb field is screened. An anisotropy in its angular distribution then decays, and the decay rate depends on the shape of the anisotropy. The $l=1$ part carries the current; higher Legendre components describe finer angular structure. When screening is weak, most collisions deflect the electron only slightly. How fast do the higher components then relax, compared with the current?

Let $k$ be the wave number, $\kappa$ the inverse screening length and $x$ the cosine of the scattering angle. We assume an isotropic parabolic band, so an elastic collision leaves $k$ unchanged. The momentum transfer $q$, in units of $\hbar$, then satisfies $q^2=2k^2(1-x)$, and the Born scattering weight is proportional to $1/(q^2+\kappa^2)^2$. For elastic scattering with a weight that depends only on the scattering angle, the $l$-th component loses by scattering out and gets back a fraction $P_l(x)$, which can be negative, by scattering in. Its rate is therefore proportional to the integral of the weight times $1-P_l(x)$.

## Legendre polynomials and the rate

```lean
import Mathlib

open Polynomial Filter Topology

namespace ScreenedCoulombRelaxation

noncomputable section

/-- The Legendre polynomials, generated by the Bonnet recursion
`(n+2) P_{n+2} = (2n+3) x P_{n+1} - (n+1) P_n` from `P_0 = 1` and `P_1 = x`. -/
def legendreP : ℕ → ℝ[X]
  | 0 => 1
  | 1 => X
  | n + 2 => C (1 / ((n : ℝ) + 2)) *
      (C (2 * (n : ℝ) + 3) * X * legendreP (n + 1) - C ((n : ℝ) + 1) * legendreP n)
```

`legendreP l` is the polynomial $P_l$, an element of `ℝ[X]`, the polynomials with real coefficients. `X` is the variable and `C` turns a number into a constant polynomial. The three lines give $P_0=1$, $P_1=x$ and the recursion for all later ones.

```lean
/-- Relaxation rate of the `l`-th angular harmonic, up to a common prefactor, for the
screened Coulomb weight `1/(a-x)^2`, with `x` the cosine of the scattering angle and `a > 1`. -/
def rate (l : ℕ) (a : ℝ) : ℝ :=
  ∫ x in (-1 : ℝ)..1, (1 - (legendreP l).eval x) / (a - x) ^ 2
```

`rate l a` is
$$r_l(a)=\int_{-1}^{1}\frac{1-P_l(x)}{(a-x)^2}\,dx ,$$
where `eval x` inserts a number into the polynomial. It is a dimensionless number, not an inverse time: the prefactor common to all $l$ has been removed. That the Boltzmann collision term relaxes each component at this rate is the physical input behind the definition, and is not derived in Lean.

```lean
/-- For wave number `k ≠ 0` and inverse screening length `κ`, the Born denominator
`(q^2 + κ^2)^2` with `q^2 = 2k^2(1-x)` is `4k^4 (a-x)^2`, where `a = 1 + κ^2/(2k^2)`. -/
theorem born_denominator {k : ℝ} (hk : k ≠ 0) (κ x : ℝ) :
    (2 * k ^ 2 * (1 - x) + κ ^ 2) ^ 2
      = 4 * k ^ 4 * ((1 + κ ^ 2 / (2 * k ^ 2)) - x) ^ 2 := by
  have h : κ ^ 2 = 2 * k ^ 2 * (κ ^ 2 / (2 * k ^ 2)) := by field_simp
  generalize κ ^ 2 / (2 * k ^ 2) = s at h ⊢
  rw [h]
  ring
```

This links $a$ to the screening. Put $s=\kappa^2/(2k^2)$ and $a=1+s$. Then $2k^2(1-x)+\kappa^2=2k^2(1-x+s)=2k^2(a-x)$, and squaring gives the statement. The hypothesis `hk` says $k\neq0$. Nonzero $\kappa$ means $a>1$, and $a\to1$ means that $\kappa/k\to0$.

```lean
/-- The Legendre polynomials `P_1`, `P_2` and `P_3` in explicit form. -/
theorem legendreP_low (x : ℝ) :
    (legendreP 1).eval x = x ∧ (legendreP 2).eval x = (3 * x ^ 2 - 1) / 2 ∧
      (legendreP 3).eval x = (5 * x ^ 3 - 3 * x) / 2 := by
  refine ⟨by simp [legendreP], ?_, ?_⟩
  · simp only [legendreP, eval_mul, eval_sub, eval_C, eval_X, eval_one]
    push_cast
    ring
  · simp only [legendreP, eval_mul, eval_sub, eval_C, eval_X, eval_one]
    push_cast
    ring
```

The symbol `∧` means "and". The recursion gives $P_2=(3x^2-1)/2$ and
$$P_3=\tfrac13\left[5x\,\tfrac{3x^2-1}{2}-2x\right]=\tfrac{5x^3-3x}{2}.$$
`simp only` unfolds the recursion and `ring` does the algebra.

```lean
/-- In the forward direction `x = 1` every Legendre polynomial has the value `1` and
the slope `l(l+1)/2`. -/
theorem legendreP_forward : ∀ l : ℕ, (legendreP l).eval 1 = 1 ∧
    (derivative (legendreP l)).eval 1 = (l : ℝ) * (l + 1) / 2
  | 0 => by simp [legendreP]
  | 1 => by norm_num [legendreP]
  | n + 2 => by
    obtain ⟨h0, d0⟩ := legendreP_forward n
    obtain ⟨h1, d1⟩ := legendreP_forward (n + 1)
    have hn : (n : ℝ) + 2 ≠ 0 := by positivity
    constructor
    · simp only [legendreP, eval_mul, eval_sub, eval_C, eval_X, h0, h1]
      rw [one_div, inv_mul_eq_iff_eq_mul₀ hn]
      ring
    · simp only [legendreP, derivative_mul, derivative_sub, derivative_C, derivative_X,
        eval_add, eval_mul, eval_sub, eval_C, eval_X, eval_zero, eval_one, h0, h1, d0, d1]
      push_cast
      field_simp
      ring
```

In the forward direction, $P_l(1)=1$ and $P_l'(1)=l(l+1)/2$. Both hold for $l=0,1$. If they hold for $n$ and $n+1$, the recursion gives $P_{n+2}(1)=[(2n+3)-(n+1)]/(n+2)=1$. Differentiating it gives
$$(n+2)P_{n+2}'(1)=(2n+3)\left[1+\tfrac{(n+1)(n+2)}2\right]-(n+1)\tfrac{n(n+1)}2=\tfrac{(n+2)^2(n+3)}2 ,$$
which is the claim for $n+2$. In Lean the induction appears as the theorem calling itself at `n` and `n + 1`.

## The integrals in closed form

```lean
/-- For `a > 1` a continuous angular function times the screened Coulomb weight is
integrable over all scattering angles. -/
theorem integrable_weight {a : ℝ} (ha : 1 < a) (f : ℝ → ℝ) (hf : Continuous f) :
    IntervalIntegrable (fun x => f x / (a - x) ^ 2) MeasureTheory.volume (-1) 1 := by
  apply ContinuousOn.intervalIntegrable
  intro x hx
  rw [Set.uIcc_of_le (by norm_num)] at hx
  have h : (a - x) ^ 2 ≠ 0 := pow_ne_zero 2 (by linarith [hx.2])
  have hfx : ContinuousAt f x := hf.continuousAt
  exact ContinuousAt.continuousWithinAt (by fun_prop (disch := assumption))
```

The hypothesis `ha` says $a>1$. Then $a-x>0$ for all $x\le1$, so a continuous function divided by $(a-x)^2$ is continuous on $[-1,1]$, hence integrable.

```lean
/-- For `a > 1`, the angular integral of a cubic polynomial in `a - x` against the screened
Coulomb weight. -/
theorem integral_cubic {a : ℝ} (ha : 1 < a) (c₀ c₁ c₂ c₃ : ℝ) :
    ∫ x in (-1 : ℝ)..1,
        (c₀ + c₁ * (a - x) + c₂ * (a - x) ^ 2 + c₃ * (a - x) ^ 3) / (a - x) ^ 2
      = c₀ * (1 / (a - 1) - 1 / (a + 1)) + c₁ * Real.log ((a + 1) / (a - 1))
        + 2 * c₂ + 2 * a * c₃ := by
  -- an explicit antiderivative
  have hF : ∀ x ∈ Set.uIcc (-1 : ℝ) 1, HasDerivAt
      (fun y => c₀ / (a - y) - c₁ * Real.log (a - y) + c₂ * y + c₃ * (a * y - y * y / 2))
      ((c₀ + c₁ * (a - x) + c₂ * (a - x) ^ 2 + c₃ * (a - x) ^ 3) / (a - x) ^ 2) x := by
    intro x hx
    rw [Set.uIcc_of_le (by norm_num)] at hx
    have hne : a - x ≠ 0 := by linarith [hx.2]
    have hi := hasDerivAt_id' x
    have hu : HasDerivAt (fun y => a - y) (-1) x := hi.const_sub a
    have h1 := (hasDerivAt_const x c₀).fun_div hu hne
    have h2 := (hu.log hne).const_mul c₁
    have h4 := ((hi.const_mul a).fun_sub ((hi.fun_mul hi).div_const 2)).const_mul c₃
    refine (((h1.fun_sub h2).fun_add (hi.const_mul c₂)).fun_add h4).congr_deriv ?_
    field_simp
    ring
  rw [intervalIntegral.integral_eq_sub_of_hasDerivAt hF
      (integrable_weight ha _ (by fun_prop)),
    Real.log_div (by linarith) (by linarith), sub_neg_eq_add a 1]
  ring
```

Dividing the cubic by $(a-x)^2$ leaves
$$\frac{c_0}{(a-x)^2}+\frac{c_1}{a-x}+c_2+c_3(a-x),$$
with antiderivative
$$\frac{c_0}{a-x}-c_1\ln(a-x)+c_2x+c_3\left(ax-\frac{x^2}{2}\right).$$
The difference between $x=1$ and $x=-1$ is the stated right-hand side. In Lean, `hF` verifies the derivative, and the fundamental theorem of calculus then evaluates the integral.

```lean
/-- Closed forms of the relaxation rates `r_1`, `r_2` and `r_3` for `a > 1`, with the logarithm
`L = ln((a+1)/(a-1))`. -/
theorem rate_closed_forms {a : ℝ} (ha : 1 < a) :
    rate 1 a = Real.log ((a + 1) / (a - 1)) - 2 / (a + 1) ∧
    rate 2 a = 3 * a * Real.log ((a + 1) / (a - 1)) - 6 ∧
    rate 3 a = (15 * a ^ 2 - 3) * Real.log ((a + 1) / (a - 1)) / 2
      - 15 * a - 2 / (a + 1) := by
  have hm : a - 1 ≠ 0 := by linarith
  have hp : a + 1 ≠ 0 := by linarith
  -- expand each numerator in powers of a - x
  have e1 := integral_cubic ha (1 - a) 1 0 0
  have e2 := integral_cubic ha (3 / 2 * (1 - a ^ 2)) (3 * a) (-3 / 2) 0
  have e3 := integral_cubic ha (1 - (5 * a ^ 3 - 3 * a) / 2) ((15 * a ^ 2 - 3) / 2)
    (-15 * a / 2) (5 / 2)
  generalize Real.log ((a + 1) / (a - 1)) = L at e1 e2 e3 ⊢
  refine ⟨Eq.trans ?_ (e1.trans ?_), Eq.trans ?_ (e2.trans ?_), Eq.trans ?_ (e3.trans ?_)⟩
  · unfold rate
    congr 1
    funext x
    rw [(legendreP_low x).1]
    congr 1
    ring
  · field_simp
    ring
  · unfold rate
    congr 1
    funext x
    rw [(legendreP_low x).2.1]
    congr 1
    ring
  · field_simp
    ring
  · unfold rate
    congr 1
    funext x
    rw [(legendreP_low x).2.2]
    congr 1
    ring
  · field_simp
    ring
```

With $L=\ln\frac{a+1}{a-1}$, the theorem states
$$r_1=L-\frac{2}{a+1},\qquad r_2=3aL-6,\qquad r_3=\frac{(15a^2-3)L}{2}-15a-\frac{2}{a+1}.$$
Set $u=a-x$ and expand the numerators:

- $1-P_1=(1-a)+u$
- $1-P_2=\tfrac32(1-a^2)+3au-\tfrac32u^2$
- $1-P_3=1-\tfrac{5a^3-3a}2+\tfrac{15a^2-3}2u-\tfrac{15a}2u^2+\tfrac52u^3$

These coefficients go into the previous integral, where $c_0$ is multiplied by $2/(a^2-1)$. The terms without $L$ are:

- for $r_1$: $-2/(a+1)$
- for $r_2$: $-3-3=-6$
- for $r_3$: $\frac{2+3a-5a^3}{a^2-1}-15a+5a=-15a-\frac2{a+1}$, because $2+3a-5a^3=-5a(a^2-1)-2(a-1)$

`e1`, `e2` and `e3` are these three substitutions; the remaining lines match the integrands and simplify.

## Weak screening

```lean
/-- The momentum relaxation rate `r_1` diverges as `a` decreases to `1`. -/
theorem rate_one_diverges : Tendsto (rate 1) (𝓝[>] 1) atTop := by
  refine tendsto_atTop.mpr fun b => ?_
  have hb : (1 : ℝ) < 1 + Real.exp (-(b + 1)) := by linarith [Real.exp_pos (-(b + 1))]
  filter_upwards [Ioo_mem_nhdsGT hb] with a ha
  have h1 : 1 < a := ha.1
  have hlog : Real.log (a - 1) < -(b + 1) :=
    (Real.log_lt_iff_lt_exp (by linarith)).mpr (by linarith [ha.2])
  have hpos : 0 ≤ Real.log (a + 1) := Real.log_nonneg (by linarith)
  have hfrac : 2 / (a + 1) ≤ 1 := by
    rw [div_le_one (by linarith)]
    linarith
  rw [(rate_closed_forms h1).1, Real.log_div (by linarith) (by linarith)]
  linarith
```

`𝓝[>] 1` means that $a$ approaches 1 from above, and `atTop` means that the value grows without bound. For $a>1$ we have $\ln(a+1)\ge0$ and $2/(a+1)\le1$, so $r_1\ge-\ln(a-1)-1$. Given any $b$, this exceeds $b$ once $a-1<e^{-(b+1)}$, which is the interval chosen in the proof. The physical rate diverges in the same way when $\kappa\to0$ at fixed $k$ and fixed impurity density. If instead $k$ grows at fixed $\kappa$, the prefactor left out of $r_1$ falls, and the physical rate does not diverge.

```lean
/-- For each `l`, the difference between `r_l` and `l(l+1)/2` times `r_1` is bounded
uniformly in `a > 1`. -/
theorem rate_difference_bounded (l : ℕ) :
    ∃ B : ℝ, ∀ a : ℝ, 1 < a → |rate l a - (l : ℝ) * (l + 1) / 2 * rate 1 a| ≤ B := by
  obtain ⟨h1, hd⟩ := legendreP_forward l
  generalize (l : ℝ) * (l + 1) / 2 = m at hd ⊢
  -- the remainder after the linear term has a double zero at x = 1
  have hroot : IsRoot (1 - legendreP l - C m * (1 - X)) 1 := by
    simp [IsRoot.def, h1]
  obtain ⟨Q, hQ⟩ := dvd_iff_isRoot.mpr hroot
  have hQ1 : IsRoot Q 1 := by
    have h := congrArg (fun p => eval 1 (derivative p)) hQ
    simp only [derivative_sub, derivative_mul, derivative_one, derivative_C, derivative_X,
      eval_add, eval_sub, eval_mul, eval_zero, eval_one, eval_C, eval_X, hd] at h
    rw [IsRoot.def]
    linarith
  obtain ⟨S, hS⟩ := dvd_iff_isRoot.mpr hQ1
  obtain ⟨B, hB⟩ := (isCompact_Icc (a := (-1 : ℝ)) (b := 1)).exists_bound_of_continuousOn
    (f := fun x => S.eval x) S.continuous.continuousOn
  refine ⟨B * |1 - (-1)|, fun a ha => ?_⟩
  have e := intervalIntegral.integral_sub
    (integrable_weight ha (fun x => 1 - (legendreP l).eval x) (by fun_prop))
    ((integrable_weight ha (fun x => 1 - (legendreP 1).eval x) (by fun_prop)).const_mul m)
  rw [intervalIntegral.integral_const_mul] at e
  change _ = rate l a - m * rate 1 a at e
  rw [← e, ← Real.norm_eq_abs]
  refine intervalIntegral.norm_integral_le_of_norm_le_const fun x hx => ?_
  rw [Set.uIoc_of_le (by norm_num)] at hx
  have hx1 : x ≤ 1 := hx.2
  have hfac := congrArg (eval x) hQ
  rw [hS] at hfac
  simp only [eval_sub, eval_mul, eval_one, eval_C, eval_X] at hfac
  have hint : (1 - (legendreP l).eval x) / (a - x) ^ 2
      - m * ((1 - (legendreP 1).eval x) / (a - x) ^ 2)
      = ((x - 1) / (a - x)) ^ 2 * S.eval x := by
    rw [(legendreP_low x).1, div_pow]
    linear_combination (1 / (a - x) ^ 2) * hfac
  -- screening only weakens the forward peak
  have hle : ((x - 1) / (a - x)) ^ 2 ≤ 1 := by
    rw [div_pow, div_le_one (pow_pos (by linarith) 2)]
    nlinarith [mul_nonneg (by linarith : 0 ≤ a - 1) (by linarith : 0 ≤ a + 1 - 2 * x)]
  change ‖(1 - (legendreP l).eval x) / (a - x) ^ 2
      - m * ((1 - (legendreP 1).eval x) / (a - x) ^ 2)‖ ≤ B
  rw [hint, norm_mul, Real.norm_of_nonneg (sq_nonneg _)]
  calc ((x - 1) / (a - x)) ^ 2 * ‖S.eval x‖ ≤ 1 * ‖S.eval x‖ :=
        mul_le_mul_of_nonneg_right hle (norm_nonneg _)
    _ ≤ B := by
        rw [one_mul]
        exact hB x ⟨hx.1.le, hx1⟩
```

Write $m=l(l+1)/2$. The polynomial $1-P_l(x)-m(1-x)$ vanishes at $x=1$, and so does its derivative, $-P_l'(x)+m$. It therefore equals $(x-1)^2S(x)$ with $S$ a polynomial, and
$$r_l-m\,r_1=\int_{-1}^{1}\left(\frac{x-1}{a-x}\right)^2S(x)\,dx .$$
Since $0\le1-x\le a-x$, the squared factor is at most 1. If $|S|\le B$ on $[-1,1]$, the integral is at most $2B$ in size, whatever $a>1$ is. `hroot` and `hQ1` extract the two zeros, `hint` rewrites the integrand and `hle` bounds the factor.

```lean
/-- As `a` decreases to `1`, the relaxation rate of the `l`-th harmonic relative to that of
the first tends to `l(l+1)/2`. -/
theorem rate_ratio_tendsto (l : ℕ) :
    Tendsto (fun a => rate l a / rate 1 a) (𝓝[>] 1) (𝓝 ((l : ℝ) * (l + 1) / 2)) := by
  obtain ⟨B, hB⟩ := rate_difference_bounded l
  have hlim : Tendsto (fun a => B / rate 1 a) (𝓝[>] 1) (𝓝 0) :=
    tendsto_const_nhds.div_atTop rate_one_diverges
  refine tendsto_iff_norm_sub_tendsto_zero.mpr
    (squeeze_zero' (Eventually.of_forall fun _ => norm_nonneg _) ?_ hlim)
  -- a bounded difference divided by a diverging rate
  filter_upwards [self_mem_nhdsWithin, rate_one_diverges.eventually_gt_atTop 0] with a ha hr
  have hb := hB a ha
  have h : rate l a / rate 1 a - (l : ℝ) * (l + 1) / 2
      = (rate l a - (l : ℝ) * (l + 1) / 2 * rate 1 a) / rate 1 a := by
    rw [sub_div, mul_div_cancel_right₀ _ hr.ne']
  rw [h, norm_div, Real.norm_eq_abs, Real.norm_of_nonneg hr.le]
  gcongr
```

Now let $B$ denote the bound on the whole difference. Once $r_1>0$,
$$\left|\frac{r_l}{r_1}-m\right|=\frac{|r_l-m\,r_1|}{r_1}\le\frac{B}{r_1}\to0 .$$
`squeeze_zero'` carries out this comparison. The divergence of $r_1$ is only logarithmic, so the bound shrinks slowly.

```lean
/-- As `a` decreases to `1`, the ratios `r_2/r_1` and `r_3/r_1` tend to `3` and `6`. -/
theorem rate_ratio_two_three :
    Tendsto (fun a => rate 2 a / rate 1 a) (𝓝[>] 1) (𝓝 3) ∧
    Tendsto (fun a => rate 3 a / rate 1 a) (𝓝[>] 1) (𝓝 6) := by
  have h2 := rate_ratio_tendsto 2
  have h3 := rate_ratio_tendsto 3
  rw [show ((2 : ℕ) : ℝ) * (((2 : ℕ) : ℝ) + 1) / 2 = 3 by norm_num] at h2
  rw [show ((3 : ℕ) : ℝ) * (((3 : ℕ) : ℝ) + 1) / 2 = 6 by norm_num] at h3
  exact ⟨h2, h3⟩

end

end ScreenedCoulombRelaxation
```

Setting $l=2$ and $l=3$ gives the limits 3 and 6. For transport simulations with elastic Born scattering from screened charges, this means that one relaxation time shared by all components with $l\ge1$ gives the wrong relative decay rates when screening is weak.

```lean
#print axioms ScreenedCoulombRelaxation.born_denominator
#print axioms ScreenedCoulombRelaxation.rate_closed_forms
#print axioms ScreenedCoulombRelaxation.rate_ratio_two_three
```

```
'ScreenedCoulombRelaxation.born_denominator' depends on axioms: [propext, Classical.choice, Quot.sound]
'ScreenedCoulombRelaxation.rate_closed_forms' depends on axioms: [propext, Classical.choice, Quot.sound]
'ScreenedCoulombRelaxation.rate_ratio_two_three' depends on axioms: [propext, Classical.choice, Quot.sound]
```
